# Complementary diagonal blocks of an invertible complex matrix and its inverse have equal nullity

A molecule is attached to a larger structure, and only the response of the molecule is of interest. Call the molecule the fragment, with label 1, and the rest the environment, with label 2. In a finite orthonormal basis the Hamiltonian matrix $H$ has blocks $H_{11}$, $H_{12}$, $H_{21}$, $H_{22}$. The response at energy $E$ is contained in the Green's matrix $G(E)=(E-H)^{-1}$, and its fragment block can often be found by partitioning:

$$G_{11}(E)=\bigl(E-H_{11}-H_{12}(E-H_{22})^{-1}H_{21}\bigr)^{-1}.$$

If $E$ is an energy level of the isolated environment, $E-H_{22}$ has no inverse and the formula cannot be used. The full matrix $E-H$ may still be invertible, and then $G_{11}(E)$ exists. It turns out to be singular, and the dimension of its kernel equals the number of independent environment states at that energy.

## Null vectors carried from one block to the other

Let $M$ be an invertible complex matrix with square diagonal blocks $M_{11}$ and $M_{22}$, and let $N=M^{-1}$ be partitioned in the same way. The nullity of a matrix is the dimension of its kernel, the space of vectors that it sends to zero. The claim is

$$\dim\ker M_{22}=\dim\ker N_{11}.$$

No block is assumed to be invertible. Two of the four block equations in $NM=1$ are

$$N_{11}M_{12}+N_{12}M_{22}=0,\qquad N_{21}M_{12}+N_{22}M_{22}=1.$$

Apply both to a vector $x$ with $M_{22}x=0$. The second term drops out of each, leaving

$$N_{11}(M_{12}x)=0,\qquad N_{21}(M_{12}x)=x.$$

The first equation says that $M_{12}x$ lies in $\ker N_{11}$. The second says that $x$ can be recovered from $M_{12}x$, so different vectors $x$ have different images. Thus $M_{12}$ maps $\ker M_{22}$ injectively into $\ker N_{11}$, and $\dim\ker M_{22}\le\dim\ker N_{11}$.

For the reverse inequality, take two block equations from $MN=1$:

$$M_{21}N_{11}+M_{22}N_{21}=0,\qquad M_{11}N_{11}+M_{12}N_{21}=1.$$

If $N_{11}y=0$, they give $M_{22}(N_{21}y)=0$ and $M_{12}(N_{21}y)=y$. Hence $N_{21}$ maps $\ker N_{11}$ injectively into $\ker M_{22}$, and the two dimensions are equal.

The same argument compares the coupling blocks $M_{12}$ and $N_{12}$, which may be rectangular. If $M_{12}x=0$, the two equations from $NM=1$ become $N_{12}(M_{22}x)=0$ and $N_{22}(M_{22}x)=x$, so $M_{22}$ embeds $\ker M_{12}$ in $\ker N_{12}$. The remaining equations from $MN=1$ are

$$M_{11}N_{12}+M_{12}N_{22}=0,\qquad M_{21}N_{12}+M_{22}N_{22}=1.$$

On a vector $y$ with $N_{12}y=0$ they give $M_{12}(N_{22}y)=0$ and $M_{22}(N_{22}y)=y$, so $N_{22}$ leads back. Therefore $\dim\ker M_{12}=\dim\ker N_{12}$.

## Environment levels as zeros of the fragment determinant

Now set $M=E-H$, with $E$ chosen so that $M$ is invertible. Then $N=G(E)$ and $M_{22}=E-H_{22}$. A vector $x$ satisfies $M_{22}x=0$ exactly when $H_{22}x=Ex$, so

$$\dim\ker G_{11}(E)=\dim\{x:H_{22}x=Ex\}.$$

A square matrix has zero determinant exactly when its kernel contains a nonzero vector. Hence $\det G_{11}(E)=0$ exactly when $E$ is an eigenvalue of $H_{22}$.

The null vector has a direct meaning. If $H_{22}x=Ex$, then

$$(E-H)\begin{pmatrix}0\\x\end{pmatrix}=\begin{pmatrix}-H_{12}x\\0\end{pmatrix}.$$

A source $-H_{12}x$ placed on the fragment produces an amplitude that lives wholly in the environment. For a finite, non-interacting tight-binding model, this locates the energies away from the spectrum of $H$ at which the Green's function of a single-site fragment vanishes.

## One orbital on each side, and a three-site chain

With one orbital in each part, write

$$M=\begin{pmatrix}a&b\\c&d\end{pmatrix},\qquad N_{11}=\frac{d}{ad-bc}.$$

Since $ad-bc\ne0$, $N_{11}$ vanishes exactly when $d$ does. The theorem also holds if one part is empty: both nullities are then zero, because one block has size zero and the other is an invertible matrix.

For a numerical instance, take a chain of three sites with zero site energies and nearest-neighbour matrix elements equal to 1. Let the first site be the fragment. The environment has

$$H_{22}=\begin{pmatrix}0&1\\1&0\end{pmatrix},$$

with eigenvalues $\pm1$. At $E=1$,

$$M=E-H=\begin{pmatrix}1&-1&0\\-1&1&-1\\0&-1&1\end{pmatrix},\qquad \det M=-1.$$

The block $M_{22}$ is singular, with null vector $x=(1,1)^T$, whose normalised form is $(1,1)^T/\sqrt2$. The first column of $N$ is $(0,-1,-1)^T$, as multiplication by $M$ confirms: the result is $(1,0,0)^T$. So $G_{11}(1)=0$, and both nullities are 1. The maps of the derivation are visible too: $M_{12}x=-1$, and $N_{21}(-1)=(1,1)^T=x$.

## Blocks, kernels and the Green's matrix in Lean

The types `m` and `n` label the basis functions of the fragment and the environment. Both are finite, and their sizes may differ.

```lean
import Mathlib

open Matrix

namespace NullityTheorem

variable {k l m n : Type*} [Fintype k] [Fintype m] [Fintype n]
```

The definition of nullity accepts rectangular matrices. `A.mulVecLin` is the linear map $v\mapsto Av$, `LinearMap.ker` is its kernel, and `Module.finrank` gives the dimension over $\mathbb C$.

```lean
/-- The nullity of a rectangular complex matrix: the dimension of the space of vectors
that it sends to zero. -/
noncomputable def nullity (A : Matrix m n ℂ) : ℕ :=
  Module.finrank ℂ (LinearMap.ker A.mulVecLin)
```

The Green's matrix follows the sign convention $(E-H)^{-1}$; some texts use the opposite sign. The energy is a complex number, and $H$ need not be Hermitian. Lean assigns a value to the inverse of a singular matrix as well, so the physical theorems below carry the hypothesis that $\det(E-H)\ne0$. For a Hermitian $H$ this means that $E$ is not one of its energy levels.

```lean
/-- The Green's matrix `(E - H)⁻¹` of a Hamiltonian matrix `H` at a complex energy `E`,
meaningful where `E - H` is invertible. -/
noncomputable def greenMatrix [DecidableEq m] (H : Matrix m m ℂ) (E : ℂ) : Matrix m m ℂ :=
  (E • (1 : Matrix m m ℂ) - H)⁻¹
```

## The embedding as a lemma on rectangular matrices

All the inequalities derived above have one pattern, which the next lemma isolates. Its letters are local to it: `P` is not a projector, and `S` is not an overlap matrix. For the first inequality they stand for $D=M_{22}$, $P=N_{11}$, $B=M_{12}$, $Q=N_{12}$, $R=N_{21}$ and $S=N_{22}$.

```lean
/-- If `P B + Q D = 0` and `R B + S D = 1`, then the nullity of `D` is at most that of `P`. -/
theorem nullity_le_of_relations [DecidableEq n]
    {D : Matrix k n ℂ} {P : Matrix l m ℂ} {B : Matrix m n ℂ}
    {Q : Matrix l k ℂ} {R : Matrix n m ℂ} {S : Matrix n k ℂ}
    (h₀ : P * B + Q * D = 0) (h₁ : R * B + S * D = 1) :
    nullity D ≤ nullity P := by
  -- `B` maps the kernel of `D` into the kernel of `P`
  have hP : ∀ x, D *ᵥ x = 0 → P *ᵥ (B *ᵥ x) = 0 := by
    intro x hx
    have h := congrArg (fun X => X *ᵥ x) h₀
    simpa only [Matrix.add_mulVec, ← Matrix.mulVec_mulVec, hx, Matrix.mulVec_zero,
      add_zero, Matrix.zero_mulVec] using h
  -- on the kernel of `D`, the matrix `R` undoes `B`
  have hR : ∀ x, D *ᵥ x = 0 → R *ᵥ (B *ᵥ x) = x := by
    intro x hx
    have h := congrArg (fun X => X *ᵥ x) h₁
    simpa only [Matrix.add_mulVec, ← Matrix.mulVec_mulVec, hx, Matrix.mulVec_zero,
      add_zero, Matrix.one_mulVec] using h
  let f : LinearMap.ker D.mulVecLin →ₗ[ℂ] LinearMap.ker P.mulVecLin :=
    B.mulVecLin.restrict (fun x hx => hP x hx)
  have hf : Function.Injective f := by
    intro x y hxy
    have e : B *ᵥ x.1 = B *ᵥ y.1 := congrArg Subtype.val hxy
    exact Subtype.ext ((hR x.1 x.2).symm.trans
      ((congrArg (fun v => R *ᵥ v) e).trans (hR y.1 y.2)))
  exact LinearMap.finrank_le_finrank_of_injective hf
```

The symbol `*ᵥ` denotes a matrix acting on a vector. The step `hP` applies the first relation to a vector in the kernel of `D` and finds that `B` sends it into the kernel of `P`. The step `hR` applies the second relation and finds that `R` undoes `B` there. The map `f` is `B` restricted to these two kernels. If two vectors have the same image under `f`, applying `R` to both images shows that the vectors were equal. An injective linear map between finite-dimensional spaces cannot lower the dimension, which is the last line.

## Equal nullities for diagonal and coupling blocks

An index in `m ⊕ n` belongs either to the fragment or to the environment, so a matrix over this type carries the partition with it. The expressions `M.toBlocks₁₁`, `M.toBlocks₁₂` and so on extract the blocks. Writing both factors as block matrices and comparing their product with the identity gives the four equations.

```lean
variable [DecidableEq m] [DecidableEq n]

/-- The matrix equation `M N = 1`, written out in its four blocks. -/
theorem block_equations {M N : Matrix (m ⊕ n) (m ⊕ n) ℂ} (h : M * N = 1) :
    M.toBlocks₁₁ * N.toBlocks₁₁ + M.toBlocks₁₂ * N.toBlocks₂₁ = 1 ∧
    M.toBlocks₁₁ * N.toBlocks₁₂ + M.toBlocks₁₂ * N.toBlocks₂₂ = 0 ∧
    M.toBlocks₂₁ * N.toBlocks₁₁ + M.toBlocks₂₂ * N.toBlocks₂₁ = 0 ∧
    M.toBlocks₂₁ * N.toBlocks₁₂ + M.toBlocks₂₂ * N.toBlocks₂₂ = 1 := by
  rw [← Matrix.fromBlocks_toBlocks M, ← Matrix.fromBlocks_toBlocks N,
    Matrix.fromBlocks_multiply, ← Matrix.fromBlocks_one, Matrix.fromBlocks_inj] at h
  exact h
```

The main theorem has a single hypothesis, `M.det ≠ 0`, which expresses the invertibility of the whole matrix. The name "nullity theorem" is often attached to a statement in which the row and column index sets are chosen independently. Here the same partition is used for rows and columns.

```lean
/-- **Nullity theorem**, for diagonal blocks when rows and columns are partitioned in the same way.
For an invertible block matrix `M`, the block `M₂₂` and the complementary block `(M⁻¹)₁₁` of the
inverse have kernels of equal dimension. -/
theorem nullity_theorem (M : Matrix (m ⊕ n) (m ⊕ n) ℂ) (hM : M.det ≠ 0) :
    nullity M.toBlocks₂₂ = nullity (M⁻¹).toBlocks₁₁ := by
  have hu : IsUnit M.det := isUnit_iff_ne_zero.mpr hM
  obtain ⟨a, _, c, _⟩ := block_equations (Matrix.mul_nonsing_inv M hu)
  obtain ⟨_, b', _, d'⟩ := block_equations (Matrix.nonsing_inv_mul M hu)
  apply le_antisymm
  -- `M₁₂` embeds one kernel in the other, and `(M⁻¹)₂₁` leads back
  · exact nullity_le_of_relations b' d'
  · exact nullity_le_of_relations ((add_comm _ _).trans c) ((add_comm _ _).trans a)
```

The block equations are obtained twice, from $MN=1$ and from $NM=1$, where $N$ is `M⁻¹`. Equality is split into two inequalities by `le_antisymm`. The first uses `b'` and `d'`, the two equations from $NM=1$ in the derivation. The second uses `c` and `a` from $MN=1$, with the terms of each sum exchanged to match the order in the lemma.

For the coupling blocks, the diagonal blocks $M_{22}$ and $N_{22}$ serve as the embeddings.

```lean
/-- For an invertible block matrix `M`, the coupling block `M₁₂` and the block `(M⁻¹)₁₂` of
the inverse have kernels of equal dimension. -/
theorem nullity_coupling (M : Matrix (m ⊕ n) (m ⊕ n) ℂ) (hM : M.det ≠ 0) :
    nullity M.toBlocks₁₂ = nullity (M⁻¹).toBlocks₁₂ := by
  have hu : IsUnit M.det := isUnit_iff_ne_zero.mpr hM
  obtain ⟨_, b, _, d⟩ := block_equations (Matrix.mul_nonsing_inv M hu)
  obtain ⟨_, b', _, d'⟩ := block_equations (Matrix.nonsing_inv_mul M hu)
  apply le_antisymm
  -- now the diagonal blocks `M₂₂` and `(M⁻¹)₂₂` carry the kernels into each other
  · exact nullity_le_of_relations ((add_comm _ _).trans b') ((add_comm _ _).trans d')
  · exact nullity_le_of_relations ((add_comm _ _).trans b) ((add_comm _ _).trans d)
```

## From the kernel to the environment spectrum

To use the theorem for a Hamiltonian, one needs the environment block of $E-H$. The identity matrix contributes only its own lower diagonal block, so the action on an environment vector $v$ is $Ev-H_{22}v$.

```lean
omit [Fintype m] in
/-- The environment block of `E - H` acts on a vector as `E - H₂₂`. -/
theorem environment_block_mulVec (H : Matrix (m ⊕ n) (m ⊕ n) ℂ) (E : ℂ) (v : n → ℂ) :
    (E • (1 : Matrix (m ⊕ n) (m ⊕ n) ℂ) - H).toBlocks₂₂ *ᵥ v
      = E • v - H.toBlocks₂₂ *ᵥ v := by
  have h : (E • (1 : Matrix (m ⊕ n) (m ⊕ n) ℂ) - H).toBlocks₂₂
      = E • (1 : Matrix n n ℂ) - H.toBlocks₂₂ := by
    ext i j
    simp [Matrix.toBlocks₂₂, Matrix.one_apply]
  rw [h, Matrix.sub_mulVec, Matrix.smul_mulVec, Matrix.one_mulVec]
```

The next theorem states the equality of dimensions for the Green's matrix. `Matrix.toLin'` turns $H_{22}$ into a linear map, and `Module.End.eigenspace` is the space of solutions of $H_{22}v=Ev$. Its dimension counts independent eigenvectors. For a non-Hermitian environment, such as one with an absorbing potential, this number can be smaller than the multiplicity of $E$ as a root of the characteristic polynomial.

```lean
/-- If `E - H` is invertible, the nullity of the fragment block `G₁₁(E)` of the Green's matrix
is the dimension of the eigenspace of the isolated environment `H₂₂` at energy `E`. -/
theorem green_nullity_eq_eigenspace (H : Matrix (m ⊕ n) (m ⊕ n) ℂ) (E : ℂ)
    (hE : (E • (1 : Matrix (m ⊕ n) (m ⊕ n) ℂ) - H).det ≠ 0) :
    nullity (greenMatrix H E).toBlocks₁₁ =
      Module.finrank ℂ (Module.End.eigenspace (Matrix.toLin' H.toBlocks₂₂) E) := by
  unfold greenMatrix
  rw [← nullity_theorem _ hE]
  have h : LinearMap.ker (E • (1 : Matrix (m ⊕ n) (m ⊕ n) ℂ) - H).toBlocks₂₂.mulVecLin
      = Module.End.eigenspace (Matrix.toLin' H.toBlocks₂₂) E := by
    ext v
    rw [LinearMap.mem_ker, Matrix.mulVecLin_apply, environment_block_mulVec,
      Module.End.mem_eigenspace_iff, Matrix.toLin'_apply, sub_eq_zero]
    exact eq_comm
  unfold nullity
  rw [h]
```

The proof replaces the nullity of $G_{11}$ by that of the environment block of $E-H$, then shows vector by vector that the kernel of this block is the eigenspace.

The determinant criterion needs the link between a vanishing determinant and a nonzero null vector. Mathlib supplies it, and the following lemma restates it in terms of `nullity`.

```lean
/-- A square matrix has zero determinant exactly when its nullity is not zero. -/
theorem det_eq_zero_iff_nullity (A : Matrix m m ℂ) : A.det = 0 ↔ nullity A ≠ 0 := by
  rw [← Matrix.exists_mulVec_eq_zero_iff, nullity, Ne, Submodule.finrank_eq_zero,
    ← Ne, Submodule.ne_bot_iff]
  constructor
  · rintro ⟨v, hv, h⟩
    exact ⟨v, h, hv⟩
  · rintro ⟨v, h, hv⟩
    exact ⟨v, hv, h⟩
```

With that lemma used once on each side of the nullity theorem, the determinant of $G_{11}$ is exchanged for the determinant of $(E-H)_{22}$. A null vector of the latter is an eigenvector of the isolated environment.

```lean
/-- If `E - H` is invertible, the determinant of the fragment block `G₁₁(E)` vanishes exactly
when `E` is an eigenvalue of the isolated environment `H₂₂`. -/
theorem green_det_eq_zero_iff (H : Matrix (m ⊕ n) (m ⊕ n) ℂ) (E : ℂ)
    (hE : (E • (1 : Matrix (m ⊕ n) (m ⊕ n) ℂ) - H).det ≠ 0) :
    (greenMatrix H E).toBlocks₁₁.det = 0 ↔
      ∃ v : n → ℂ, v ≠ 0 ∧ H.toBlocks₂₂ *ᵥ v = E • v := by
  unfold greenMatrix
  rw [det_eq_zero_iff_nullity, ← nullity_theorem _ hE, ← det_eq_zero_iff_nullity,
    ← Matrix.exists_mulVec_eq_zero_iff]
  simp only [environment_block_mulVec, sub_eq_zero, eq_comm]
```

These theorems concern a finite matrix in an orthonormal basis. The step from there to a real extended environment, such as a metallic lead with a continuous spectrum, is an approximation that the hypotheses do not justify.

## A family in which the environment block vanishes

The last theorem shows that the singular case occurs for two parts of any equal, nonzero dimension. Take two parts of equal dimension, unit coupling blocks, a zero environment block and any square matrix $A$ on the fragment:

$$\begin{pmatrix}A&1\\1&0\end{pmatrix}\begin{pmatrix}0&1\\1&-A\end{pmatrix}=\begin{pmatrix}1&A-A\\0&1\end{pmatrix}=1.$$

The first factor is invertible, although for a nonempty environment its lower diagonal block is not. The upper diagonal block of the inverse is zero as well, so both nullities equal the full dimension of the block.

```lean
/-- For any square `A`, the block matrix `[[A, 1], [1, 0]]` has the inverse `[[0, 1], [1, -A]]`,
and its vanishing lower diagonal block has the full dimension as nullity. -/
theorem singular_block_witness (A : Matrix n n ℂ) :
    Matrix.fromBlocks A 1 1 0 * Matrix.fromBlocks 0 1 1 (-A) = 1 ∧
      nullity (0 : Matrix n n ℂ) = Fintype.card n := by
  constructor
  · rw [Matrix.fromBlocks_multiply, ← Matrix.fromBlocks_one]
    simp
  · have h : LinearMap.ker (0 : Matrix n n ℂ).mulVecLin = ⊤ := by
      ext v
      simp
    rw [nullity, h, finrank_top, Module.finrank_fintype_fun_eq_card]

end NullityTheorem
```

The first part of the proof multiplies the blocks. The second observes that the zero matrix sends every vector to zero, so its kernel is the whole space, whose dimension is the number of basis functions, `Fintype.card n`.

```lean
#print axioms NullityTheorem.nullity_theorem
#print axioms NullityTheorem.nullity_coupling
#print axioms NullityTheorem.green_nullity_eq_eigenspace
#print axioms NullityTheorem.green_det_eq_zero_iff
```

```
'NullityTheorem.nullity_theorem' depends on axioms: [propext, Classical.choice, Quot.sound]
'NullityTheorem.nullity_coupling' depends on axioms: [propext, Classical.choice, Quot.sound]
'NullityTheorem.green_nullity_eq_eigenspace' depends on axioms: [propext, Classical.choice, Quot.sound]
'NullityTheorem.green_det_eq_zero_iff' depends on axioms: [propext, Classical.choice, Quot.sound]
```
